# Double excitations factor into singles, and the doubles operator depends only on antisymmetrised amplitudes

Creators and annihilators are treated here as elements of an abstract algebra, not as operators on a Fock space. Write $c_a$ for the creator of a virtual spin orbital $a$ and $d_i$ for the annihilator of an occupied spin orbital $i$. All that is assumed is that any two of these elements anticommute. For orthonormal spin orbitals this is the usual algebra: the anticommutator of a creator and an annihilator is $\delta_{ai}$, which vanishes because no orbital is both virtual and occupied.

```lean
import Mathlib

open Finset

namespace ExcitationOperatorAlgebra

noncomputable section
```

These lines load the Mathlib library and open a namespace for the definitions that follow.

```lean
/-- Creators `c` of virtual orbitals and annihilators `d` of occupied orbitals
anticommute pairwise. -/
structure Anticommuting {A O V : Type*} [Ring A] (c : V → A) (d : O → A) : Prop where
  cc : ∀ a b, c a * c b = -(c b * c a)
  dd : ∀ i j, d i * d j = -(d j * d i)
  cd : ∀ a i, c a * d i = -(d i * c a)
```

`A` is the algebra, `O` the set of occupied orbitals and `V` the set of virtual ones. The function `c : V → A` assigns to each virtual orbital its creator, and `d : O → A` assigns to each occupied orbital its annihilator. `Ring A` means that products are associative but need not commute. The structure `Anticommuting` is a proposition with three parts:

$$c_ac_b=-c_bc_a,\qquad d_id_j=-d_jd_i,\qquad c_ad_i=-d_ic_a .$$

Equal indices are included. Over the real numbers this gives $c_a^2=0$ and $d_i^2=0$, which is the Pauli principle.

```lean
variable {A O V : Type*} [Ring A] {c : V → A} {d : O → A}

/-- The single excitation `c_a d_i` from occupied orbital `i` to virtual orbital `a`. -/
def single (c : V → A) (d : O → A) (i : O) (a : V) : A := c a * d i
```

The single excitation $c_ad_i$ moves an electron from $i$ to $a$. In Lean it is written `single c d i a`, with the occupied index first.

```lean
/-- The double excitation `τ_ijab = c_a c_b d_j d_i`. -/
def double (c : V → A) (d : O → A) (i j : O) (a b : V) : A := c a * c b * d j * d i
```

The double excitation is $\tau_{ijab}=c_ac_bd_jd_i$. The annihilators stand in reverse order, and this fixes the sign in the next theorem.

```lean
/-- A double excitation is the product of two single excitations. -/
theorem double_eq_single_mul_single (h : Anticommuting c d) (i j : O) (a b : V) :
    double c d i j a b = single c d i a * single c d j b := by
  unfold double single
  -- `d i` passes `d j` and then `c b`; the two signs cancel
  calc c a * c b * d j * d i = c a * c b * (d j * d i) := by rw [mul_assoc (c a * c b)]
    _ = c a * c b * (-(d i * d j)) := by rw [h.dd j i]
    _ = c a * (-(c b * d i)) * d j := by noncomm_ring
    _ = c a * (d i * c b) * d j := by rw [h.cd b i, neg_neg]
    _ = c a * d i * (c b * d j) := by simp only [mul_assoc]
```

The statement is $\tau_{ijab}=(c_ad_i)(c_bd_j)$. By hand, $d_i$ moves left past $d_j$ and then past $c_b$:

$$c_ac_bd_jd_i=-c_ac_bd_id_j=c_ad_ic_bd_j .$$

The `calc` block is the same chain of equalities. `h` is the assumption that the elements anticommute, `h.dd j i` supplies the first sign and `h.cd b i` the second. The other lines only move brackets and signs.

```lean
/-- Exchanging the two virtual orbitals changes the sign of a double excitation. -/
theorem double_swap_virtual (h : Anticommuting c d) (i j : O) (a b : V) :
    double c d i j b a = -double c d i j a b := by
  unfold double
  rw [h.cc b a]
  simp only [neg_mul]
```

Exchanging the two creators gives $\tau_{ijba}=c_bc_ad_jd_i=-c_ac_bd_jd_i=-\tau_{ijab}$. The rewrite `rw [h.cc b a]` is that exchange.

```lean
/-- Exchanging the two occupied orbitals changes the sign of a double excitation. -/
theorem double_swap_occupied (h : Anticommuting c d) (i j : O) (a b : V) :
    double c d j i a b = -double c d i j a b := by
  unfold double
  rw [mul_assoc (c a * c b), h.dd i j, mul_neg, ← mul_assoc]
```

Likewise $\tau_{jiab}=c_ac_bd_id_j=-c_ac_bd_jd_i=-\tau_{ijab}$. Here the proof first brackets the two annihilators together, so that `h.dd i j` can act on their product.

```lean
/-- Any two single excitations commute. -/
theorem single_commute (h : Anticommuting c d) (i j : O) (a b : V) :
    Commute (single c d i a) (single c d j b) := by
  change single c d i a * single c d j b = single c d j b * single c d i a
  rw [← double_eq_single_mul_single h i j a b, ← double_eq_single_mul_single h j i b a,
    double_swap_occupied h i j b a, double_swap_virtual h i j a b, neg_neg]
```

`Commute x y` means $xy=yx$. The factorisation, read in both directions, and the two exchange rules give

$$(c_bd_j)(c_ad_i)=\tau_{jiba}=-\tau_{ijba}=\tau_{ijab}=(c_ad_i)(c_bd_j).$$

The `rw` line uses these four facts. Up to this point no real scalars have been needed, so the results hold in any ring.

```lean
variable [Algebra ℝ A] [Fintype O] [Fintype V]

/-- The singles cluster operator `T₁ = ∑ s_ia c_a d_i`. -/
def T1 (c : V → A) (d : O → A) (s : O → V → ℝ) : A :=
  ∑ i, ∑ a, s i a • single c d i a
```

Now `A` becomes a real algebra and both orbital sets become finite. The singles operator is $T_1=\sum_{ia}s_{ia}\,c_ad_i$ with real amplitudes $s_{ia}$; the symbol `•` is multiplication by a scalar.

```lean
/-- The doubles operator `T₂ = ∑ t_ijab τ_ijab`, summed over all orbital indices. -/
def T2 (c : V → A) (d : O → A) (t : O → O → V → V → ℝ) : A :=
  ∑ i, ∑ j, ∑ a, ∑ b, t i j a b • double c d i j a b
```

The doubles operator is

$$T_2(t)=\sum_{ijab}t_{ijab}\,\tau_{ijab},$$

with every index running freely and no prefactor. Where the convention is $\tfrac14\sum_{ijab}$ with antisymmetric amplitudes, the factor $\tfrac14$ is absorbed into $t$ here. The amplitudes are arbitrary real numbers with no symmetry assumed, and complex amplitudes are not covered.

```lean
/-- The doubles operator with half the difference of two sets of amplitudes is half the difference
of the two doubles operators. -/
theorem T2_half_sub (t u : O → O → V → V → ℝ) :
    T2 c d (fun i j a b => (t i j a b - u i j a b) / 2)
      = (1 / 2 : ℝ) • (T2 c d t - T2 c d u) := by
  simp only [T2, ← Finset.sum_sub_distrib, Finset.smul_sum]
  refine sum_congr rfl fun i _ => sum_congr rfl fun j _ =>
    sum_congr rfl fun a _ => sum_congr rfl fun b _ => ?_
  module
```

For two sets of amplitudes $t$ and $u$,

$$T_2\!\left(\tfrac{t-u}{2}\right)=\tfrac12\bigl(T_2(t)-T_2(u)\bigr).$$

This is linearity of the sum. The proof brings both sides under one fourfold sum, compares them term by term with `sum_congr`, and leaves the scalar arithmetic to `module`.

```lean
/-- The doubles operator is unchanged when `t_ijab` is replaced by
`(t_ijab - t_ijba) / 2`. -/
theorem T2_antisymmetrize_virtual (h : Anticommuting c d) (t : O → O → V → V → ℝ) :
    T2 c d (fun i j a b => (t i j a b - t i j b a) / 2) = T2 c d t := by
  -- relabelling `a ↔ b` turns exchanged amplitudes into a sign
  have key : T2 c d (fun i j a b => t i j b a) = -T2 c d t := by
    simp only [T2, ← Finset.sum_neg_distrib]
    refine sum_congr rfl fun i _ => sum_congr rfl fun j _ => ?_
    rw [Finset.sum_comm]
    refine sum_congr rfl fun a _ => sum_congr rfl fun b _ => ?_
    rw [double_swap_virtual h i j a b, smul_neg]
  rw [T2_half_sub t (fun i j a b => t i j b a), key]
  module
```

This theorem says that replacing $t_{ijab}$ by $(t_{ijab}-t_{ijba})/2$ leaves $T_2$ unchanged. The intermediate result `key` concerns the exchanged amplitudes. Renaming $a\leftrightarrow b$ and then using the sign rule gives

$$\sum_{ijab}t_{ijba}\,\tau_{ijab}=\sum_{ijab}t_{ijab}\,\tau_{ijba}=-T_2(t).$$

In Lean, `Finset.sum_comm` exchanges the order of the two virtual sums, which does the work of the renaming, and `double_swap_virtual` supplies the sign. Linearity then gives

$$\tfrac12\bigl(T_2(t)-(-T_2(t))\bigr)=T_2(t).$$

With a single virtual orbital the new amplitudes are all zero, and so is $T_2$, in keeping with the Pauli principle.

```lean
/-- The doubles operator is unchanged when `t_ijab` is replaced by
`(t_ijab - t_jiab) / 2`. -/
theorem T2_antisymmetrize_occupied (h : Anticommuting c d) (t : O → O → V → V → ℝ) :
    T2 c d (fun i j a b => (t i j a b - t j i a b) / 2) = T2 c d t := by
  have key : T2 c d (fun i j a b => t j i a b) = -T2 c d t := by
    simp only [T2, ← Finset.sum_neg_distrib]
    rw [Finset.sum_comm]
    refine sum_congr rfl fun i _ => sum_congr rfl fun j _ =>
      sum_congr rfl fun a _ => sum_congr rfl fun b _ => ?_
    rw [double_swap_occupied h i j a b, smul_neg]
  rw [T2_half_sub t (fun i j a b => t j i a b), key]
  module
```

The same argument works for the occupied pair. Renaming $i\leftrightarrow j$ gives $\sum_{ijab} t_{jiab}\,\tau_{ijab}=-T_2(t)$, so $t_{ijab}$ may be replaced by $(t_{ijab}-t_{jiab})/2$.

```lean
/-- The doubles operator is unchanged when its amplitudes are antisymmetrised in the
occupied pair and in the virtual pair together. -/
theorem T2_antisymmetrize (h : Anticommuting c d) (t : O → O → V → V → ℝ) :
    T2 c d (fun i j a b => (t i j a b - t i j b a - t j i a b + t j i b a) / 4)
      = T2 c d t := by
  refine Eq.trans ?_ ((T2_antisymmetrize_occupied h
    (fun i j a b => (t i j a b - t i j b a) / 2)).trans (T2_antisymmetrize_virtual h t))
  congr 1
  funext i j a b
  try dsimp only
  ring
```

Both replacements can be made in succession. Put $t'_{ijab}=(t_{ijab}-t_{ijba})/2$. Antisymmetrising $t'$ in the occupied pair gives

$$\frac{t'_{ijab}-t'_{jiab}}{2}=\frac{t_{ijab}-t_{ijba}-t_{jiab}+t_{jiba}}{4}.$$

The proof chains the two previous theorems with `trans`, and `ring` checks this identity between amplitudes. For a finite set of spin orbitals and real amplitudes, a coupled-cluster program can therefore work with antisymmetric doubles amplitudes, which are fixed by their values for $i<j$ and $a<b$, without changing $T_2$.

```lean
/-- The square of the singles operator is a doubles operator whose amplitudes are
antisymmetrised products of singles amplitudes. -/
theorem T1_mul_T1 (h : Anticommuting c d) (s : O → V → ℝ) :
    T1 c d s * T1 c d s
      = T2 c d (fun i j a b => (s i a * s j b - s i b * s j a) / 2) := by
  have hprod : T1 c d s * T1 c d s = T2 c d (fun i j a b => s i a * s j b) := by
    unfold T1 T2
    rw [Finset.sum_mul_sum]
    refine sum_congr rfl fun i _ => sum_congr rfl fun j _ => ?_
    rw [Finset.sum_mul_sum]
    refine sum_congr rfl fun a _ => sum_congr rfl fun b _ => ?_
    rw [double_eq_single_mul_single h, smul_mul_smul_comm]
  exact hprod.trans (T2_antisymmetrize_virtual h (fun i j a b => s i a * s j b)).symm
```

Multiplying out the square and using the factorisation gives

$$T_1^2=\sum_{ijab}s_{ia}s_{jb}\,(c_ad_i)(c_bd_j)=\sum_{ijab}s_{ia}s_{jb}\,\tau_{ijab}.$$

This is `hprod`, where `Finset.sum_mul_sum` expands the product of sums. Antisymmetrising in the virtual pair then turns the amplitudes into $(s_{ia}s_{jb}-s_{ib}s_{ja})/2$. These already change sign under $i\leftrightarrow j$ as well, so the occupied pair needs no separate treatment.

```lean
/-- The singles and doubles cluster operators commute. -/
theorem T1_commute_T2 (h : Anticommuting c d) (s : O → V → ℝ) (t : O → O → V → V → ℝ) :
    Commute (T1 c d s) (T2 c d t) := by
  unfold T1 T2
  refine Commute.sum_left _ _ _ fun k _ => Commute.sum_left _ _ _ fun e _ =>
    Commute.smul_left ?_ _
  refine Commute.sum_right _ _ _ fun i _ => Commute.sum_right _ _ _ fun j _ =>
    Commute.sum_right _ _ _ fun a _ => Commute.sum_right _ _ _ fun b _ =>
    Commute.smul_right ?_ _
  rw [double_eq_single_mul_single h]
  exact (single_commute h k i e a).mul_right (single_commute h k j e b)
```

The operators $T_1$ and $T_2$ commute. By hand, it is enough to compare one term of each, because sums and scalar multiples of commuting elements commute. A term of $T_1$ contains a single excitation $c_ed_k$, and a term of $T_2$ contains $(c_ad_i)(c_bd_j)$. The first commutes with each factor of the second, hence with their product. The `refine` steps reduce the sums to single terms, and `mul_right` combines the two commutations. This is the property used when $e^{T_1+T_2}$ is written as $e^{T_1}e^{T_2}$, although no exponential is defined here.

```lean
/-- The four generators of the real Grassmann algebra on four modes. -/
def grassmann (k : Fin 4) : ExteriorAlgebra ℝ (Fin 4 → ℝ) :=
  ExteriorAlgebra.ι ℝ (Pi.single k 1)
```

The remaining code gives a concrete example. The exterior algebra on $\mathbb R^4$ is the real Grassmann algebra with four generators $g_0,\dots,g_3$, and `grassmann k` is $g_k$, the image of the $k$-th unit vector.

```lean
/-- Grassmann generators, two as creators and two as annihilators, anticommute pairwise
and have a nonzero double excitation. -/
theorem anticommuting_witness :
    Anticommuting (fun a : Fin 2 => grassmann (Fin.castAdd 2 a))
      (fun i : Fin 2 => grassmann (Fin.natAdd 2 i)) ∧
    double (fun a : Fin 2 => grassmann (Fin.castAdd 2 a))
      (fun i : Fin 2 => grassmann (Fin.natAdd 2 i)) 1 0 0 1 ≠ 0 := by
  have anti : ∀ k l, grassmann k * grassmann l = -(grassmann l * grassmann k) :=
    fun k l => eq_neg_of_add_eq_zero_left (ExteriorAlgebra.ι_add_mul_swap _ _)
  refine ⟨⟨fun _ _ => anti _ _, fun _ _ => anti _ _, fun _ _ => anti _ _⟩, fun h0 => ?_⟩
  change grassmann 0 * grassmann 1 * grassmann 2 * grassmann 3 = 0 at h0
  -- the determinant detects the product of all four generators
  let f : ∀ k : ℕ, AlternatingMap ℝ (Fin 4 → ℝ) ℝ (Fin k) := fun k =>
    match k with
    | 4 => Matrix.detRowAlternating
    | _ => 0
  let v : Fin 4 → Fin 4 → ℝ := fun k => Pi.single k 1
  have h1 : ExteriorAlgebra.ιMulti ℝ 4 v = 0 := by
    rw [ExteriorAlgebra.ιMulti_apply]
    simp only [List.ofFn_succ, List.ofFn_zero, List.prod_cons, List.prod_nil, mul_one]
    rw [← mul_assoc, ← mul_assoc]
    exact h0
  have h2 := ExteriorAlgebra.liftAlternating_apply_ιMulti f v
  rw [h1, map_zero] at h2
  have hv : (1 : Matrix (Fin 4) (Fin 4) ℝ) = v := by
    ext i j
    simp [v, Matrix.one_apply, Pi.single_apply, eq_comm]
  have h3 : (0 : ℝ) = Matrix.det (1 : Matrix (Fin 4) (Fin 4) ℝ) := by
    rw [hv]
    exact h2
  rw [Matrix.det_one] at h3
  exact zero_ne_one h3

end

end ExcitationOperatorAlgebra
```

Take $c_0=g_0$, $c_1=g_1$, $d_0=g_2$ and $d_1=g_3$; `Fin.castAdd` and `Fin.natAdd` do this numbering. The theorem states that these elements satisfy `Anticommuting`, and that the double excitation with $i=1$, $j=0$, $a=0$, $b=1$ is nonzero. The anticommutation relations therefore do not force every double excitation to vanish.

The relations follow from $g_kg_l+g_lg_k=0$. The chosen excitation is

$$c_0c_1d_0d_1=g_0g_1g_2g_3 .$$

To see that it is nonzero, use the linear map from the exterior algebra to $\mathbb R$ that sends a product of four vectors to the determinant of the matrix with those vectors as rows, and sends all other degrees to zero. The family `f` defines this map. For the four unit vectors the matrix is the identity, with determinant 1. If the product were zero, linearity would give $0=1$, which is the contradiction reached in the last line.

```lean
#print axioms ExcitationOperatorAlgebra.double_eq_single_mul_single
#print axioms ExcitationOperatorAlgebra.T2_antisymmetrize
#print axioms ExcitationOperatorAlgebra.T1_mul_T1
#print axioms ExcitationOperatorAlgebra.T1_commute_T2
```

```
'ExcitationOperatorAlgebra.double_eq_single_mul_single' depends on axioms: [propext]
'ExcitationOperatorAlgebra.T2_antisymmetrize' depends on axioms: [propext, Classical.choice, Quot.sound]
'ExcitationOperatorAlgebra.T1_mul_T1' depends on axioms: [propext, Classical.choice, Quot.sound]
'ExcitationOperatorAlgebra.T1_commute_T2' depends on axioms: [propext, Classical.choice, Quot.sound]
```
